# Initial stress adds tr(S HᵀH) to the energy curvature along I + tH when the energy depends only on Green strain

## Reading a parabola from a stressed cell

One way to obtain elastic constants from total energies is to deform a cell by \(F=I+tH\), compute the energy at several small \(t\), and fit a parabola. If the undeformed cell carries stress, the second derivative per reference volume can contain a stress term in addition to the stiffness, meaning here the Hessian of the energy in Green strain. The result below gives that term for homogeneous deformations and a twice continuously differentiable energy of the strain.

Here \(F\) is the deformation gradient, \(H\) a fixed displacement gradient, and \(W(F)=w(E)\) the stored energy per reference volume, with Green strain \(E=(F^TF-I)/2\). The initial stress \(S\) is the gradient of \(w\) at \(E=0\), tension positive, and \(C\) is the Hessian there. With \(e=(H+H^T)/2\),

\[
\frac{d^2}{dt^2}W(I+tH)\Big|_{t=0}=C(e,e)+\operatorname{tr}(S\,H^TH).
\]

Even for symmetric \(H\), the stress contributes \(\operatorname{tr}(S\,e^2)\).

## Two derivatives along the path

Multiplying out \((I+tH)^T(I+tH)\) gives, exactly,

\[
E(t)=t\,e+\tfrac{t^2}{2}k,\qquad k=H^TH .
\]

The strain rate is \(e+tk\), so for small \(t\) the chain rule gives

\[
\frac{d}{dt}w(E(t))=Dw(E(t))[e+tk],
\]

which equals \(\operatorname{tr}(Se)\) at \(t=0\). The product rule then gives

\[
D^2w(0)[e,e]+Dw(0)[k]=C(e,e)+\operatorname{tr}(S\,H^TH).
\]

## Skew H under pressure

If \(H^T=-H\), then \(e=0\) and only the stress term survives. For \(S=-pI\) with \(p>0\) and \(H\neq0\), the slope is zero and the curvature is

\[
-p\operatorname{tr}(H^TH)=-p\sum_{i,j}H_{ij}^2<0 .
\]

This is consistent with rotational invariance. If \(Q^TQ=I\), then \((QF)^TQF=F^TF\), so \(W(QF)=W(F)\). But \(I+tH\) is a rotation only to first order; its strain is \(t^2H^TH/2\), and the initial stress does work on it.

Take coordinate axes along the principal directions of \(S\), with principal stresses \(\sigma_i\), and keep \(H\) skew. Then \(\operatorname{tr}(S\,H^TH)=\sum_{i,j}\sigma_iH_{ji}^2\). Since \(H_{ji}^2=H_{ij}^2\), averaging this sum with its copy under exchanged indices gives

\[
\operatorname{tr}(S\,H^TH)=\sum_{i,j}\frac{\sigma_i+\sigma_j}{2}H_{ij}^2 .
\]

The diagonal entries of \(H\) vanish, so the sum is nonnegative if \(\sigma_i+\sigma_j\ge0\) for all \(i\ne j\). Conversely, taking \(H_{ij}=1\), \(H_{ji}=-1\) and all other entries zero gives exactly \(\sigma_i+\sigma_j\).

## How the Lean statement encodes the model

Matrices are real and square, of any finite size, with rows and columns indexed by `n`. The functions `greenStrain`, `smallStrain` and `energy` are \(E\), \(e\) and \(W\); `stiffness` is the second Fréchet derivative of `w` at zero. The hypothesis `IsInitialStress w S` says that the gradient acts as \(A\mapsto\operatorname{tr}(SA)\) on symmetric \(A\), and `ContDiffAt ℝ 2 w 0` is the smoothness assumption.

`energy_second_variation` states differentiability near \(t=0\), the slope, and the second derivative. The energy excludes the work of external loads, so negative curvature here does not by itself mean that a crystal held under pressure is unstable. Internal atomic relaxation enters only if it is already contained in `w`.

```lean
import Mathlib

open Matrix Filter Topology

namespace InitialStressRotation

noncomputable section

attribute [local instance] Matrix.normedAddCommGroup Matrix.normedSpace

section Path

variable {V : Type*} [NormedAddCommGroup V] [NormedSpace ℝ V]

/-- A strain path with linear part `a` and quadratic part `k / 2`. -/
def strainPath (a k : V) (t : ℝ) : V := t • a + (t ^ 2 / 2) • k

/-- The strain rate along the path is `a + t k`. -/
theorem hasDerivAt_strainPath (a k : V) (t : ℝ) :
    HasDerivAt (strainPath a k) (a + t • k) t := by
  have h1 : HasDerivAt (fun s : ℝ => s • a) ((1 : ℝ) • a) t :=
    (hasDerivAt_id' t).smul_const a
  have h0 : HasDerivAt (fun s : ℝ => s ^ 2 / 2) t t :=
    ((hasDerivAt_pow 2 t).div_const 2).congr_deriv (by norm_num)
  have h2 : HasDerivAt (fun s : ℝ => (s ^ 2 / 2) • k) (t • k) t := h0.smul_const k
  exact (h1.fun_add h2).congr_deriv (by rw [one_smul])

/-- Along a quadratic strain path the energy is differentiable near the start, its slope there is
the gradient applied to `a`, and its curvature is the Hessian on `a` plus the gradient on `k`. -/
theorem energy_along_strainPath {w : V → ℝ} (hw : ContDiffAt ℝ 2 w 0) (a k : V) :
    (∀ᶠ t in 𝓝 (0 : ℝ), DifferentiableAt ℝ (fun s => w (strainPath a k s)) t) ∧
    HasDerivAt (fun s => w (strainPath a k s)) (fderiv ℝ w 0 a) 0 ∧
    HasDerivAt (deriv fun s => w (strainPath a k s))
      (fderiv ℝ (fderiv ℝ w) 0 a a + fderiv ℝ w 0 k) 0 := by
  have hz : strainPath a k 0 = 0 := by simp [strainPath]
  have hd : ∀ᶠ x in 𝓝 (0 : V), DifferentiableAt ℝ w x :=
    (hw.eventually (by simp)).mono fun x hx => hx.differentiableAt (by norm_num)
  have hc : Tendsto (strainPath a k) (𝓝 0) (𝓝 0) := by
    have h := (hasDerivAt_strainPath a k 0).continuousAt.tendsto
    rwa [hz] at h
  -- the chain rule at all small parameters
  have hfirst : ∀ᶠ t in 𝓝 (0 : ℝ), HasDerivAt (fun s => w (strainPath a k s))
      (fderiv ℝ w (strainPath a k t) (a + t • k)) t := by
    filter_upwards [hc.eventually hd] with t ht
    exact ht.hasFDerivAt.comp_hasDerivAt t (hasDerivAt_strainPath a k t)
  refine ⟨hfirst.mono fun t ht => ht.differentiableAt, ?_, ?_⟩
  · exact hfirst.self_of_nhds.congr_deriv (by rw [hz, zero_smul, add_zero])
  · -- differentiate the product of gradient and strain rate
    have hg : ContDiffAt ℝ 1 (fderiv ℝ w) 0 := hw.fderiv_right one_add_one_eq_two.le
    have h2 : HasFDerivAt (fderiv ℝ w) (fderiv ℝ (fderiv ℝ w) 0) (strainPath a k 0) := by
      rw [hz]
      exact (hg.differentiableAt (by norm_num)).hasFDerivAt
    have h3 := h2.comp_hasDerivAt 0 (hasDerivAt_strainPath a k 0)
    have h4 : HasDerivAt (fun t : ℝ => a + t • k) ((1 : ℝ) • k) 0 :=
      ((hasDerivAt_id' (0 : ℝ)).smul_const k).const_add a
    have h5 := h3.clm_apply h4
    refine (h5.congr_of_eventuallyEq ?_).congr_deriv ?_
    · filter_upwards [hfirst] with t ht
      exact ht.deriv
    · simp [hz]

end Path

variable {n : Type*} [Fintype n] [DecidableEq n]

/-- The Green strain `(Fᵀ F - I) / 2` of a deformation gradient `F`. -/
def greenStrain (F : Matrix n n ℝ) : Matrix n n ℝ := (1 / 2 : ℝ) • (Fᵀ * F - 1)

/-- The stored energy `W(F)` obtained from an energy function `w` of the Green strain. -/
def energy (w : Matrix n n ℝ → ℝ) (F : Matrix n n ℝ) : ℝ := w (greenStrain F)

/-- The infinitesimal strain `(H + Hᵀ) / 2` of a displacement gradient `H`. -/
def smallStrain (H : Matrix n n ℝ) : Matrix n n ℝ := (1 / 2 : ℝ) • (H + Hᵀ)

/-- The Hessian of `w` at zero strain, as a bilinear form in two strains. -/
def stiffness (w : Matrix n n ℝ → ℝ) (A B : Matrix n n ℝ) : ℝ :=
  fderiv ℝ (fderiv ℝ w) 0 A B

/-- `S` is the initial stress: the gradient of `w` at zero strain is `A ↦ tr (S A)` on
symmetric strains. -/
def IsInitialStress (w : Matrix n n ℝ → ℝ) (S : Matrix n n ℝ) : Prop :=
  ∀ A : Matrix n n ℝ, A.IsSymm → fderiv ℝ w 0 A = trace (S * A)

/-- The Green strain of `I + t H` is exactly `t e + (t² / 2) Hᵀ H`, with `e` the
infinitesimal strain of `H`. -/
theorem greenStrain_line (H : Matrix n n ℝ) (t : ℝ) :
    greenStrain (1 + t • H) = t • smallStrain H + (t ^ 2 / 2) • (Hᵀ * H) := by
  simp only [greenStrain, smallStrain, transpose_add, transpose_one, transpose_smul,
    Matrix.add_mul, Matrix.mul_add, Matrix.one_mul, Matrix.mul_one, Matrix.smul_mul,
    Matrix.mul_smul]
  module

/-- The stored energy is unchanged when a finite rotation or reflection `Q` follows the
deformation. -/
theorem energy_rotation (w : Matrix n n ℝ → ℝ) {Q : Matrix n n ℝ} (hQ : Qᵀ * Q = 1)
    (F : Matrix n n ℝ) : energy w (Q * F) = energy w F := by
  have h : (Q * F)ᵀ * (Q * F) = Fᵀ * F := by
    rw [transpose_mul, Matrix.mul_assoc, ← Matrix.mul_assoc Qᵀ, hQ, Matrix.one_mul]
  simp only [energy, greenStrain, h]

/-- Under initial stress `S`, the energy of `I + t H` is differentiable near `t = 0`, with slope
`tr (S e)` and second derivative `C(e, e) + tr (S Hᵀ H)` at `t = 0`. -/
theorem energy_second_variation {w : Matrix n n ℝ → ℝ} {S : Matrix n n ℝ}
    (hw : ContDiffAt ℝ 2 w 0) (hS : IsInitialStress w S) (H : Matrix n n ℝ) :
    (∀ᶠ t in 𝓝 (0 : ℝ), DifferentiableAt ℝ (fun s : ℝ => energy w (1 + s • H)) t) ∧
    HasDerivAt (fun s : ℝ => energy w (1 + s • H)) (trace (S * smallStrain H)) 0 ∧
    HasDerivAt (deriv fun s : ℝ => energy w (1 + s • H))
      (stiffness w (smallStrain H) (smallStrain H) + trace (S * (Hᵀ * H))) 0 := by
  have hline : (fun s : ℝ => energy w (1 + s • H)) =
      fun s => w (strainPath (smallStrain H) (Hᵀ * H) s) := by
    funext s
    exact congrArg w (greenStrain_line H s)
  have he : (smallStrain H).IsSymm := by
    simp [Matrix.IsSymm, smallStrain, add_comm]
  have hk : (Hᵀ * H).IsSymm := by
    simp [Matrix.IsSymm, transpose_mul]
  rw [hline, ← hS _ he, ← hS _ hk]
  exact energy_along_strainPath hw (smallStrain H) (Hᵀ * H)

/-- For a skew displacement gradient the second derivative of the energy is `tr (S Hᵀ H)`. -/
theorem skew_second_variation {w : Matrix n n ℝ → ℝ} {S H : Matrix n n ℝ}
    (hw : ContDiffAt ℝ 2 w 0) (hS : IsInitialStress w S) (hH : Hᵀ = -H) :
    HasDerivAt (deriv fun s : ℝ => energy w (1 + s • H)) (trace (S * (Hᵀ * H))) 0 := by
  have he : smallStrain H = 0 := by simp [smallStrain, hH]
  have hC : stiffness w (0 : Matrix n n ℝ) 0 = 0 :=
    map_zero (fderiv ℝ (fderiv ℝ w) 0 0)
  have h := (energy_second_variation hw hS H).2.2
  rwa [he, hC, zero_add] at h

/-- Under initial stress `-p I` with `p > 0`, the energy of `I + t H` for nonzero skew `H` has
zero slope and the negative second derivative `-p tr (Hᵀ H)` at `t = 0`. -/
theorem pressure_negative_curvature {w : Matrix n n ℝ → ℝ} {p : ℝ} {H : Matrix n n ℝ}
    (hw : ContDiffAt ℝ 2 w 0) (hS : IsInitialStress w ((-p) • (1 : Matrix n n ℝ)))
    (hp : 0 < p) (hH : Hᵀ = -H) (hne : H ≠ 0) :
    HasDerivAt (fun s : ℝ => energy w (1 + s • H)) 0 0 ∧
    HasDerivAt (deriv fun s : ℝ => energy w (1 + s • H)) (-p * trace (Hᵀ * H)) 0 ∧
    -p * trace (Hᵀ * H) < 0 := by
  refine ⟨?_, ?_, ?_⟩
  · have he : smallStrain H = 0 := by simp [smallStrain, hH]
    have h := (energy_second_variation hw hS H).2.1
    rwa [he, Matrix.mul_zero, trace_zero] at h
  · have h := skew_second_variation hw hS hH
    rwa [Matrix.smul_mul, Matrix.one_mul, trace_smul, smul_eq_mul] at h
  · -- the trace is the sum of the squared entries
    have hex : ∃ j i, H i j ≠ 0 := by
      by_contra h
      simp only [not_exists, ne_eq, not_not] at h
      exact hne (by ext i j; exact h j i)
    obtain ⟨j, i, hij⟩ := hex
    have htr : trace (Hᵀ * H) = ∑ j, ∑ i, H i j ^ 2 := by
      simp [trace, Matrix.mul_apply, pow_two]
    have hpos : 0 < trace (Hᵀ * H) := by
      rw [htr]
      exact Finset.sum_pos' (fun b _ => Finset.sum_nonneg fun a _ => sq_nonneg _)
        ⟨j, Finset.mem_univ j, Finset.sum_pos' (fun a _ => sq_nonneg _)
          ⟨i, Finset.mem_univ i, by positivity⟩⟩
    nlinarith [mul_pos hp hpos]

/-- For principal stresses `σ` and skew `H`, the initial-stress term weights each squared entry
`H i j` by the mean of `σ i` and `σ j`. -/
theorem trace_principal_skew (σ : n → ℝ) {H : Matrix n n ℝ} (hH : Hᵀ = -H) :
    trace (diagonal σ * (Hᵀ * H)) = ∑ i, ∑ j, (σ i + σ j) / 2 * H i j ^ 2 := by
  have h1 : trace (diagonal σ * (Hᵀ * H)) = ∑ i, ∑ j, σ i * H j i ^ 2 := by
    simp only [trace, Matrix.diag_apply, Matrix.diagonal_mul]
    refine Finset.sum_congr rfl fun i _ => ?_
    rw [Matrix.mul_apply, Finset.mul_sum]
    refine Finset.sum_congr rfl fun j _ => ?_
    rw [Matrix.transpose_apply, pow_two]
  have h2 : ∑ i, ∑ j, σ i * H j i ^ 2 = ∑ i, ∑ j, σ i * H i j ^ 2 := by
    refine Finset.sum_congr rfl fun i _ => Finset.sum_congr rfl fun j _ => ?_
    have h : H j i = -H i j := congrFun (congrFun hH i) j
    rw [h, neg_sq]
  have h3 : ∑ i, ∑ j, σ i * H j i ^ 2 = ∑ i, ∑ j, σ j * H i j ^ 2 := Finset.sum_comm
  have h4 : ∑ i, ∑ j, (σ i + σ j) / 2 * H i j ^ 2 =
      1 / 2 * (∑ i, ∑ j, σ i * H i j ^ 2) + 1 / 2 * ∑ i, ∑ j, σ j * H i j ^ 2 := by
    simp only [Finset.mul_sum, ← Finset.sum_add_distrib]
    refine Finset.sum_congr rfl fun i _ => Finset.sum_congr rfl fun j _ => ?_
    ring
  linarith

/-- With principal initial stresses `σ`, the energy of `I + t H` has nonnegative second derivative
at `t = 0` for every skew `H` exactly when `σ i + σ j ≥ 0` for all `i ≠ j`. -/
theorem skew_curvature_nonneg_iff {w : Matrix n n ℝ → ℝ} {σ : n → ℝ}
    (hw : ContDiffAt ℝ 2 w 0) (hS : IsInitialStress w (diagonal σ)) :
    (∀ H : Matrix n n ℝ, Hᵀ = -H →
      0 ≤ deriv (deriv fun s : ℝ => energy w (1 + s • H)) 0) ↔
    ∀ i j, i ≠ j → 0 ≤ σ i + σ j := by
  constructor
  · intro h i j hij
    -- test with the generator of rotations in the plane of axes i and j
    have key : ∃ H : Matrix n n ℝ, Hᵀ = -H ∧ ∀ a b, H a b ^ 2 =
        (if a = i then (if b = j then (1 : ℝ) else 0) else 0) +
        (if a = j then (if b = i then (1 : ℝ) else 0) else 0) := by
      refine ⟨Matrix.of fun a b => (if a = i then (if b = j then (1 : ℝ) else 0) else 0) -
        (if a = j then (if b = i then (1 : ℝ) else 0) else 0), ?_, ?_⟩
      · ext a b
        simp only [Matrix.transpose_apply, Matrix.neg_apply, Matrix.of_apply]
        split_ifs <;> norm_num
      · intro a b
        simp only [Matrix.of_apply]
        split_ifs <;> first | (norm_num; done) | (exfalso; exact hij (by simp_all))
    obtain ⟨H, hH, hsq⟩ := key
    have hs : ∀ i j : n, ∑ a, ∑ b, (σ a + σ b) / 2 *
        (if a = i then (if b = j then (1 : ℝ) else 0) else 0) = (σ i + σ j) / 2 := by
      intro i j
      rw [Finset.sum_eq_single i]
      · simp
      · intro a _ ha
        simp [ha]
      · simp
    have h0 := h H hH
    rw [(skew_second_variation hw hS hH).deriv, trace_principal_skew σ hH] at h0
    simp only [hsq, mul_add, Finset.sum_add_distrib] at h0
    rw [hs i j, hs j i] at h0
    linarith
  · intro h H hH
    rw [(skew_second_variation hw hS hH).deriv, trace_principal_skew σ hH]
    refine Finset.sum_nonneg fun i _ => Finset.sum_nonneg fun j _ => ?_
    by_cases hij : i = j
    · -- diagonal entries of a skew matrix vanish
      subst hij
      have hd : H i i = -H i i := congrFun (congrFun hH i) i
      have hz : H i i = 0 := by linarith
      simp [hz]
    · have h1 := h i j hij
      positivity

end

end InitialStressRotation
```

```lean
#print axioms InitialStressRotation.energy_along_strainPath
#print axioms InitialStressRotation.energy_rotation
#print axioms InitialStressRotation.pressure_negative_curvature
#print axioms InitialStressRotation.skew_curvature_nonneg_iff
```

```
'InitialStressRotation.energy_along_strainPath' depends on axioms: [propext, Classical.choice, Quot.sound]
'InitialStressRotation.energy_rotation' depends on axioms: [propext, Classical.choice, Quot.sound]
'InitialStressRotation.pressure_negative_curvature' depends on axioms: [propext, Classical.choice, Quot.sound]
'InitialStressRotation.skew_curvature_nonneg_iff' depends on axioms: [propext, Classical.choice, Quot.sound]
```

## From the strain path to the stress criterion

`hasDerivAt_strainPath` supplies the strain rate, and `energy_along_strainPath` carries out the chain and product rules in a general normed space. `greenStrain_line` identifies the matrix path as one of this kind. `energy_second_variation` then checks that \(e\) and \(H^TH\) are symmetric, so that `IsInitialStress` applies to both.

`skew_second_variation` sets \(e=0\), and `pressure_negative_curvature` finds a nonzero entry of \(H\) to make the sum of squares positive. `energy_rotation` is the invariance computation. `trace_principal_skew` does the index exchange, and `skew_curvature_nonneg_iff` combines it with the test matrix for one coordinate plane.

## Differentiating a derivative known only nearby

The proof turns on `HasDerivAt.congr_of_eventuallyEq`. The second derivative is the derivative of the function `deriv …`, so a formula for the slope at \(t=0\) alone would not be enough. Smoothness of `w` at zero gives differentiability in a neighbourhood, and continuity of the path carries this back to all small \(t\); that is `hfirst`. There `deriv …` agrees with \(Dw(E(t))[e+tk]\), which `clm_apply` differentiates as a linear map applied to a vector, both depending on \(t\). Since a derivative at zero depends only on nearby values, `congr_of_eventuallyEq` transfers the result to `deriv …`.
